# Strings of annihilators between two overlapping fermionic vacua reduce to pair contractions

Take a matrix element between two different paired states, and let the annihilators be those that kill the bra state. The contractions of the bra state alone give zero for every non-empty string of these annihilators. For a string of even length the true value can be non-zero: relative to the bra state the ket contains pairs, and annihilators can remove them. The contractions used here are therefore taken between the two states. For annihilator strings they are the entries of one matrix $Z$.

Let $b_k$ be annihilators of finitely many fermion modes, with

$$\{b_k,b_l\}=0,\qquad \{b_k,b_l^*\}=\delta_{kl}.$$

Let $\psi$ be killed by every $b_k$, and let $\varphi$ satisfy

$$b_k\varphi=C_k\varphi,\qquad C_k=\sum_m Z_{km}b_m^*.$$

Thus $\varphi$ is killed by the combinations $b_k-C_k$, which is the sense in which it is a second vacuum. If $\langle\psi,\varphi\rangle=1$, then

$$\langle\psi,b_kb_l\varphi\rangle=Z_{lk},$$
$$\langle\psi,b_ib_jb_kb_l\varphi\rangle=Z_{ji}Z_{lk}-Z_{ki}Z_{lj}+Z_{li}Z_{kj}.$$

Such amplitudes occur when Hartree–Fock–Bogoliubov states are mixed or projected. The formulas here cover finitely many modes, non-orthogonal vacua and strings of annihilators only; a Wick theorem for strings that also contain creators needs further contractions.

## Moving the creation field to the bra

Two facts are needed. First, $\langle\psi,b_m^*x\rangle=\langle b_m\psi,x\rangle=0$ for any vector $x$, so $\langle\psi,C_lx\rangle=0$. Second,

$$\{b_k,C_l\}=\sum_m Z_{lm}\{b_k,b_m^*\}=Z_{lk}.$$

For two operators, replace $b_l\varphi$ by $C_l\varphi$ and exchange:

$$\langle\psi,b_kb_l\varphi\rangle=\langle\psi,b_kC_l\varphi\rangle=Z_{lk}\langle\psi,\varphi\rangle-\langle\psi,C_lb_k\varphi\rangle=Z_{lk}.$$

Since $b_kb_l+b_lb_k=0$, it follows that $Z_{lk}+Z_{kl}=0$. Antisymmetry of $Z$ is a consequence and need not be assumed.

For a longer string, write $W_L=b_{k_{p-1}}\cdots b_{k_0}$ for the list $L=[k_0,\dots,k_{p-1}]$, and $L\setminus r$ for the list without $k_r$. Each exchange of $C_l$ with its left neighbour yields a number and a minus sign, and the last remaining term vanishes at the bra. Hence

$$\langle\psi,W_Lb_l\varphi\rangle=\sum_{r=0}^{p-1}(-1)^rZ_{lk_r}\langle\psi,W_{L\setminus r}\varphi\rangle.$$

With three operators to the left of $b_l$ this reads

$$\langle\psi,b_ib_jb_kb_l\varphi\rangle=Z_{lk}\langle\psi,b_ib_j\varphi\rangle-Z_{lj}\langle\psi,b_ib_k\varphi\rangle+Z_{li}\langle\psi,b_jb_k\varphi\rangle,$$

and the pair formula gives the stated result. A single annihilator gives $\langle\psi,C_l\varphi\rangle=0$. Every contraction removes two operators, so all strings of odd length vanish.

## Two modes with pair amplitude 3/4

Label the modes 0 and 1, let $\psi$ be the empty state, and take $\varphi=\psi+\tfrac34\,b_0^*b_1^*\psi$. Then $b_0\varphi=\tfrac34b_1^*\psi$ and $b_1\varphi=-\tfrac34b_0^*\psi$. This means $Z_{01}=\tfrac34$ and $Z_{10}=-\tfrac34$, because the creators annihilate the doubly occupied part of $\varphi$. Directly, $\langle\psi,b_1b_0\varphi\rangle=\tfrac34=Z_{01}$.

The vector $\varphi$ has norm $\sqrt{1+9/16}=5/4$. For the normalised ket the overlap is $4/5$ and the pair amplitude is $3/5$; their ratio is again $3/4$. In general, $Z_{lk}$ is the pair amplitude divided by the overlap.

## Modes, matrices and transition amplitudes

The type `n` labels the modes and `d` labels a basis of the state space. Both are finite.

In Lean 4 with Mathlib:

```lean
import Mathlib

open Matrix

namespace TransitionContractions

noncomputable section

variable {n d : Type*} [Fintype n] [DecidableEq n] [Fintype d] [DecidableEq d]
```

The operators are complex matrices, and creation is the conjugate transpose `ᴴ`. The relations are assumed for the given family `b`. The space may be larger than the Fock space of these modes, so other degrees of freedom may be present.

```lean
/-- The canonical anticommutation relations for annihilation operators `b k`, with the
conjugate transposes as creation operators. -/
structure IsCAR (b : n → Matrix d d ℂ) : Prop where
  anti : ∀ k l, b k * b l + b l * b k = 0
  mixed : ∀ k l, b k * (b l)ᴴ + (b l)ᴴ * b k = if k = l then 1 else 0
```

The amplitude $A\mapsto\langle\psi,A\varphi\rangle$ is a linear map in $A$, with the complex conjugate on the bra. Linearity lets it pass through sums and scalar factors.

```lean
/-- The transition functional `A ↦ ⟨ψ, A φ⟩`. -/
def transition (ψ φ : d → ℂ) : Matrix d d ℂ →ₗ[ℂ] ℂ where
  toFun A := star ψ ⬝ᵥ (A *ᵥ φ)
  map_add' A B := by rw [Matrix.add_mulVec, dotProduct_add]
  map_smul' c A := by simp [Matrix.smul_mulVec]
```

The next definition is $C_l$, with the first index of $Z$ naming the annihilator that is replaced.

```lean
/-- The combination `∑ m, Z l m b_m*` of creation operators. -/
def creationField (b : n → Matrix d d ℂ) (Z : Matrix n n ℂ) (l : n) : Matrix d d ℂ :=
  ∑ m, Z l m • (b m)ᴴ
```

Strings are indexed by lists in order of action, so the head of the list is the rightmost operator in the product.

```lean
/-- The product of annihilation operators along a list of modes; the head of the list
acts first, so `[l, k]` stands for `b_k b_l`. -/
def word (b : n → Matrix d d ℂ) : List n → Matrix d d ℂ
  | [] => 1
  | k :: L => word b L * b k
```

## From one exchange to the recursion

The first lemma transfers an operator between the ket and the matrix element: $\langle\psi,A(Bx)\rangle=\langle\psi,(AB)x\rangle$.

```lean
variable {b : n → Matrix d d ℂ} {Z : Matrix n n ℂ} {ψ φ : d → ℂ}

omit [DecidableEq d] in
/-- An operator acting on the ket may be absorbed into the operator of the matrix element. -/
theorem transition_mulVec (ψ x : d → ℂ) (A B : Matrix d d ℂ) :
    transition ψ (B *ᵥ x) A = transition ψ x (A * B) := by
  change star ψ ⬝ᵥ (A *ᵥ (B *ᵥ x)) = star ψ ⬝ᵥ ((A * B) *ᵥ x)
  rw [Matrix.mulVec_mulVec]
```

Next comes the vanishing at the bra. The proof moves $b_m^*$ onto $\psi$, where it becomes $b_m\psi=0$, and then sums over $m$.

```lean
omit [DecidableEq n] [DecidableEq d] in
/-- If `ψ` is killed by all annihilators, the matrix element of a creation field between
`ψ` and any vector vanishes. -/
theorem transition_creationField (hψ : ∀ k, b k *ᵥ ψ = 0) (Z : Matrix n n ℂ) (l : n)
    (x : d → ℂ) : transition ψ x (creationField b Z l) = 0 := by
  have h : ∀ m, transition ψ x (b m)ᴴ = 0 := by
    intro m
    change star ψ ⬝ᵥ ((b m)ᴴ *ᵥ x) = 0
    rw [Matrix.dotProduct_mulVec, ← Matrix.star_mulVec, hψ, star_zero, zero_dotProduct]
  rw [creationField, map_sum]
  exact Finset.sum_eq_zero fun m _ => by rw [map_smul, h, smul_zero]
```

The anticommutator follows by distributing the product over the sum; the Kronecker delta selects $Z_{lk}$.

```lean
/-- The anticommutator of `b_k` with the creation field of mode `l` is the number `Z l k`. -/
theorem anticomm_creationField (h : IsCAR b) (Z : Matrix n n ℂ) (k l : n) :
    b k * creationField b Z l + creationField b Z l * b k = Z l k • 1 := by
  simp only [creationField, Finset.mul_sum, Finset.sum_mul, Matrix.mul_smul,
    Matrix.smul_mul, ← Finset.sum_add_distrib, ← smul_add, h.mixed]
  simp
```

The induction runs over the list. Its `hs` step is the single exchange
$W_Lb_kC_l=Z_{lk}W_L-W_LC_lb_k$. In the last term $b_k$ stands to the right of $C_l$, so it is absorbed into the ket. This is why the statement is proved for every vector `x`: the induction hypothesis is applied to $b_kx$. The minus sign shifts the exponent of $-1$ by one, and `Fin.sum_univ_succ` separates the first contraction from the rest.

```lean
/-- Moving a creation field leftwards through a string of annihilators onto the vacuum bra
leaves the alternating sum of its contractions with the members of the string. -/
theorem move_left (h : IsCAR b) (hψ : ∀ k, b k *ᵥ ψ = 0) (l : n) (L : List n)
    (x : d → ℂ) :
    transition ψ x (word b L * creationField b Z l) =
      ∑ r : Fin L.length, (-1 : ℂ) ^ (r : ℕ) * Z l (L.get r) *
        transition ψ x (word b (L.eraseIdx r)) := by
  induction L generalizing x with
  | nil =>
    rw [word, one_mul, transition_creationField hψ]
    rfl
  | cons k L ih =>
    -- exchange the field with its left neighbour
    have hs : word b (k :: L) * creationField b Z l =
        Z l k • word b L - word b L * creationField b Z l * b k := by
      calc word b L * b k * creationField b Z l
          = word b L * (b k * creationField b Z l + creationField b Z l * b k)
            - word b L * creationField b Z l * b k := by noncomm_ring
        _ = _ := by rw [anticomm_creationField h, Matrix.mul_smul, mul_one]
    rw [hs, map_sub, map_smul, ← transition_mulVec, ih (b k *ᵥ x), sub_eq_add_neg,
      ← Finset.sum_neg_distrib]
    -- the first contraction is split off from the sum
    refine Eq.trans ?_ (Fin.sum_univ_succ (n := L.length) _).symm
    refine congrArg₂ (· + ·) ?_ (Finset.sum_congr rfl fun r _ => ?_)
    · change _ = (-1 : ℂ) ^ 0 * Z l k * transition ψ x (word b L)
      rw [pow_zero, one_mul, smul_eq_mul]
    · rw [transition_mulVec]
      change _ = (-1 : ℂ) ^ ((r : ℕ) + 1) * Z l (L.get r) *
        transition ψ x (word b (L.eraseIdx r) * b k)
      ring
```

Replacing $b_l\varphi$ by $C_l\varphi$ turns this into the recursion. The hypothesis `hφ` is the defining relation of the second vacuum; it is assumed, not derived from a Bogoliubov transformation. No overlap condition is needed yet.

```lean
/-- Wick recursion between two vacua: the annihilator acting first is contracted with each
of the others in turn, with weight `Z` and alternating sign. -/
theorem transition_wick (h : IsCAR b) (hψ : ∀ k, b k *ᵥ ψ = 0)
    (hφ : ∀ k, b k *ᵥ φ = creationField b Z k *ᵥ φ) (l : n) (L : List n) :
    transition ψ φ (word b (l :: L)) =
      ∑ r : Fin L.length, (-1 : ℂ) ^ (r : ℕ) * Z l (L.get r) *
        transition ψ φ (word b (L.eraseIdx r)) := by
  rw [word, ← transition_mulVec, hφ l, transition_mulVec]
  exact move_left h hψ l L φ
```

For odd strings, the induction is on $N$ in the length $2N+1$. At length one the sum is empty; otherwise each remaining string is shorter by two.

```lean
/-- Matrix elements of an odd number of annihilators between the two vacua vanish. -/
theorem transition_odd (h : IsCAR b) (hψ : ∀ k, b k *ᵥ ψ = 0)
    (hφ : ∀ k, b k *ᵥ φ = creationField b Z k *ᵥ φ) (N : ℕ) (L : List n)
    (hL : L.length = 2 * N + 1) : transition ψ φ (word b L) = 0 := by
  induction N generalizing L with
  | zero =>
    obtain _ | ⟨l, L⟩ := L
    · simp at hL
    · rw [List.length_cons] at hL
      rw [transition_wick h hψ hφ]
      exact Finset.sum_eq_zero fun r _ => by have := r.isLt; omega
  | succ N ih =>
    obtain _ | ⟨l, L⟩ := L
    · simp at hL
    · rw [List.length_cons] at hL
      rw [transition_wick h hψ hφ]
      refine Finset.sum_eq_zero fun r _ => ?_
      -- each contraction removes two operators
      rw [ih (L.eraseIdx r) (by rw [List.length_eraseIdx, if_pos r.isLt]; omega), mul_zero]
```

## Pairs, antisymmetry and four operators

The condition `h1` is $\langle\psi,\varphi\rangle=1$. It fixes the scale of the ket relative to the bra and excludes orthogonal vacua; neither vector has to have unit norm. The recursion for the list `[l, k]` has one term, whose remaining string is the identity.

```lean
/-- The elementary transition contraction: `⟨ψ, b_k b_l φ⟩ = Z l k`. -/
theorem transition_pair (h : IsCAR b) (hψ : ∀ k, b k *ᵥ ψ = 0)
    (hφ : ∀ k, b k *ᵥ φ = creationField b Z k *ᵥ φ) (h1 : star ψ ⬝ᵥ φ = 1) (k l : n) :
    transition ψ φ (b k * b l) = Z l k := by
  have w : transition ψ φ (word b [l, k]) =
      (-1 : ℂ) ^ 0 * Z l k * transition ψ φ (word b []) :=
    (transition_wick h hψ hφ l [k]).trans (Fin.sum_univ_one _)
  have e : transition ψ φ (1 : Matrix d d ℂ) = 1 := by
    change star ψ ⬝ᵥ ((1 : Matrix d d ℂ) *ᵥ φ) = 1
    rw [Matrix.one_mulVec, h1]
  simpa only [word, one_mul, pow_zero, e, mul_one] using w
```

Applying the transition functional to $b_kb_l+b_lb_k=0$ gives the antisymmetry.

```lean
/-- The matrix `Z` relating the two vacua is antisymmetric. -/
theorem pairing_antisymm (h : IsCAR b) (hψ : ∀ k, b k *ᵥ ψ = 0)
    (hφ : ∀ k, b k *ᵥ φ = creationField b Z k *ᵥ φ) (h1 : star ψ ⬝ᵥ φ = 1) :
    Zᵀ = -Z := by
  ext k l
  have e := congrArg (transition ψ φ) (h.anti k l)
  rw [map_add, map_zero, transition_pair h hψ hφ h1, transition_pair h hψ hφ h1] at e
  exact eq_neg_of_add_eq_zero_left e
```

For four operators the recursion has three terms, and the pair formula evaluates each remaining string. The indices are arbitrary; when two coincide, the right-hand side vanishes by antisymmetry.

```lean
/-- The matrix element of four annihilators between the two vacua is the signed sum over
the three ways of contracting them in pairs. -/
theorem transition_four (h : IsCAR b) (hψ : ∀ k, b k *ᵥ ψ = 0)
    (hφ : ∀ k, b k *ᵥ φ = creationField b Z k *ᵥ φ) (h1 : star ψ ⬝ᵥ φ = 1)
    (i j k l : n) :
    transition ψ φ (b i * b j * b k * b l) =
      Z j i * Z l k - Z k i * Z l j + Z l i * Z k j := by
  have w : transition ψ φ (word b [l, k, j, i]) =
      (-1 : ℂ) ^ 0 * Z l k * transition ψ φ (word b [j, i]) +
      (-1 : ℂ) ^ 1 * Z l j * transition ψ φ (word b [k, i]) +
      (-1 : ℂ) ^ 2 * Z l i * transition ψ φ (word b [k, j]) :=
    (transition_wick h hψ hφ l [k, j, i]).trans (Fin.sum_univ_three _)
  simp only [word, one_mul, transition_pair h hψ hφ h1] at w
  rw [w]
  ring
```

## An explicit pair of vacua

The basis vectors of $\mathbb C^4$ are, in order, the empty state, mode 0 occupied, mode 1 occupied, and $b_0^*b_1^*$ applied to the empty state. The entry $-1$ is the fermionic sign.

```lean
/-- Annihilators of two fermion modes on the four-dimensional Fock space. -/
def twoModes : Fin 2 → Matrix (Fin 4) (Fin 4) ℂ :=
  ![!![0, 1, 0, 0; 0, 0, 0, 0; 0, 0, 0, 1; 0, 0, 0, 0],
    !![0, 0, 1, 0; 0, 0, 0, -1; 0, 0, 0, 0; 0, 0, 0, 0]]
```

The last theorem verifies all the hypotheses for every complex $c$, entry by entry. The example with amplitude $3/4$ is the case $c=3/4$, and at $c=0$ the two vacua coincide.

```lean
/-- Two fermion modes, the empty state, and the empty state plus `c` times the doubly occupied state
satisfy the anticommutation relations, both vacuum conditions and the unit overlap condition, with
`Z` having zero diagonal and off-diagonal entries `c` and `-c`. -/
theorem transition_witness (c : ℂ) :
    IsCAR twoModes ∧ (∀ k, twoModes k *ᵥ ![1, 0, 0, 0] = 0) ∧
    (∀ k, twoModes k *ᵥ ![1, 0, 0, c] =
      creationField twoModes !![0, c; -c, 0] k *ᵥ ![1, 0, 0, c]) ∧
    star (![1, 0, 0, 0] : Fin 4 → ℂ) ⬝ᵥ ![1, 0, 0, c] = 1 := by
  refine ⟨⟨?_, ?_⟩, ?_, ?_, ?_⟩
  · intro k l
    ext i j
    fin_cases k <;> fin_cases l <;> fin_cases i <;> fin_cases j <;>
      simp [twoModes]
  · intro k l
    ext i j
    -- expand the products entrywise before inserting the explicit matrices
    simp only [Matrix.add_apply, Matrix.mul_apply, Matrix.conjTranspose_apply]
    fin_cases k <;> fin_cases l <;> fin_cases i <;> fin_cases j <;>
      simp [twoModes, Fin.sum_univ_succ]
  · intro k
    ext i
    fin_cases k <;> fin_cases i <;>
      simp [twoModes, Matrix.mulVec, dotProduct, Fin.sum_univ_succ]
  · intro k
    ext i
    fin_cases k <;> fin_cases i <;>
      simp [twoModes, creationField, Matrix.mulVec, dotProduct, Fin.sum_univ_succ]
  · simp [dotProduct, Fin.sum_univ_succ]

end

end TransitionContractions
```

```lean
#print axioms TransitionContractions.transition_odd
#print axioms TransitionContractions.pairing_antisymm
#print axioms TransitionContractions.transition_four
```

```
'TransitionContractions.transition_odd' depends on axioms: [propext, Classical.choice, Quot.sound]
'TransitionContractions.pairing_antisymm' depends on axioms: [propext, Classical.choice, Quot.sound]
'TransitionContractions.transition_four' depends on axioms: [propext, Classical.choice, Quot.sound]
```
